# Orthogonal substitutions commute with the Laplacian on real polynomials

Many molecular calculations use atomic basis functions grouped in shells, with five functions in a d shell and seven in an f shell; others keep six functions in a d shell, one for each of the monomials $x^2,y^2,z^2,xy,xz,yz$. With the five-function kind, turning the axes transforms the coefficients shell by shell: the five functions of a d shell mix among themselves, and so do the seven of an f shell. The step relies on a turned d function being a combination of the same five, with no admixture of the sixth independent combination of these monomials, $x^2+y^2+z^2$, which behaves like an s function under rotations.

What separates the five from the sixth is the Laplacian. Each of the five is a function of the distance from the nucleus, the same function for all five, times a homogeneous quadratic polynomial $p$ with $\Delta p = 0$, whereas $\Delta(x^2+y^2+z^2) = 6$. So the question is whether $p(Rx)$ still has zero Laplacian after a rotation or reflection $R$. It does, because for every real $d\times d$ matrix with $RR^{\mathsf T}=1$ the substitution $x\mapsto Rx$ commutes with $\Delta$ on polynomials. Conversely, a matrix whose substitution commutes with $\Delta$ on all polynomials satisfies $RR^{\mathsf T}=1$.

Below, $p\circ R$ denotes the polynomial $x\mapsto p(Rx)$.

## Polynomials, Laplacian and substitution

```lean
import Mathlib

open MvPolynomial
open scoped Matrix

namespace LaplacianOrthogonalInvariance

noncomputable section

variable {d : ℕ}
```

The letter `d` is the dimension of space and has nothing to do with the d of a d shell. It may be any natural number; atoms need $d=3$.

```lean
/-- The Laplacian of a real polynomial in `d` variables: the sum of its second partial
derivatives. -/
def laplacian (p : MvPolynomial (Fin d) ℝ) : MvPolynomial (Fin d) ℝ :=
  ∑ i, pderiv i (pderiv i p)
```

`MvPolynomial (Fin d) ℝ` is the type of polynomials with real coefficients in $d$ variables, labelled $0,\dots,d-1$. Real coefficients mean that the real solid harmonics are meant, not the complex ones. `pderiv i` is the partial derivative $\partial_i$, defined algebraically by the usual rules for differentiating polynomials. The definition therefore reads

$$\Delta p=\sum_i \partial_i\partial_i p .$$

```lean
/-- The substitution `x ↦ R x` on polynomials: each coordinate `x_i` is replaced by
`∑ j, R i j x_j`. -/
def pullback (R : Matrix (Fin d) (Fin d) ℝ) :
    MvPolynomial (Fin d) ℝ →ₐ[ℝ] MvPolynomial (Fin d) ℝ :=
  aeval (fun i => ∑ j, C (R i j) * X j)
```

`X j` is the coordinate $x_j$, and `C` turns a number into a constant polynomial. The function `aeval` takes a replacement for each coordinate, here

$$x_i\;\mapsto\; y_i=\sum_j R_{ij}x_j ,$$

and extends it to all polynomials. The arrow `→ₐ[ℝ]` records that the result respects sums, products and real constants.

The name `pullback` is the geometer's word for composing a function with a map. Quantum mechanics texts usually rotate a function by $\psi(x)\mapsto\psi(R^{-1}x)$. That is the same operation with $R^{\mathsf T}$ in place of $R$, and $R^{\mathsf T}$ is orthogonal whenever $R$ is.

```lean
/-- The value of the substituted polynomial at `x` is the value of the original one at `R x`. -/
theorem eval_pullback (R : Matrix (Fin d) (Fin d) ℝ) (p : MvPolynomial (Fin d) ℝ)
    (x : Fin d → ℝ) : eval x (pullback R p) = eval (R *ᵥ x) p := by
  induction p using MvPolynomial.induction_on with
  | C a => simp [pullback, MvPolynomial.algebraMap_eq]
  | add p q hp hq => simp only [map_add, hp, hq]
  | mul_X p i hp =>
    rw [map_mul, map_mul, map_mul, hp]
    simp [pullback, Matrix.mulVec, dotProduct]
```

In a Lean theorem, the data and hypotheses stand before the last main colon, the claim stands after it, and the proof follows `:= by`. Here `eval x` means "take the value at the point $x$" and `R *ᵥ x` is the matrix acting on the vector, so the claim is

$$(\text{pullback of } p)(x)=p(Rx).$$

This confirms that the algebraic replacement of coordinates is the intended geometric operation.

The proof is an induction on how a polynomial is built: from constants, by adding, and by multiplying with one coordinate. A constant has the same value everywhere. For a sum, the claim is inherited from both terms. For $p\,x_i$, the left side is $p(Rx)\,y_i$, and $y_i$ is the $i$-th component of $Rx$.

## The chain rule, once and twice

```lean
/-- The derivative of the `k`-th transformed coordinate along `x_j` is the matrix entry
`R k j`. -/
theorem pderiv_pullback_X (R : Matrix (Fin d) (Fin d) ℝ) (j k : Fin d) :
    pderiv j (pullback R (X k)) = C (R k j) := by
  simp [pullback, pderiv_X, Pi.single_apply]
```

This is $\partial y_k/\partial x_j=R_{kj}$. Of the sum $y_k=\sum_m R_{km}x_m$, only the term with $m=j$ depends on $x_j$.

```lean
/-- Chain rule: the gradient of `p(R x)` is the gradient of `p`, taken at `R x` and
contracted with `R`. -/
theorem pderiv_pullback (R : Matrix (Fin d) (Fin d) ℝ) (j : Fin d)
    (p : MvPolynomial (Fin d) ℝ) :
    pderiv j (pullback R p) = ∑ i, C (R i j) * pullback R (pderiv i p) := by
  induction p using MvPolynomial.induction_on with
  | C a => simp [pullback, MvPolynomial.algebraMap_eq]
  | add p q hp hq => simp only [map_add, hp, hq, mul_add, Finset.sum_add_distrib]
  | mul_X p k hp =>
    -- the product rule, carried through the substitution
    have h : ∀ i, pullback R (pderiv i (p * X k)) =
        pullback R (pderiv i p) * pullback R (X k)
          + pullback R p * (if k = i then 1 else 0) := by
      intro i
      rw [pderiv_mul, pderiv_X, Pi.single_apply]
      split_ifs <;> simp
    rw [map_mul, pderiv_mul, hp, pderiv_pullback_X]
    simp only [h, mul_add, Finset.sum_add_distrib, Finset.sum_mul, mul_assoc]
    congr 1
    simp only [mul_ite, mul_one, mul_zero, Finset.sum_ite_eq, Finset.mem_univ, if_true]
    ring
```

In ordinary notation,

$$\partial_j(p\circ R)=\sum_i R_{ij}\,(\partial_i p)\circ R .$$

A physicist would write $\partial/\partial x_j=\sum_i(\partial y_i/\partial x_j)\,\partial/\partial y_i$ and be done. Lean proves the rule by the same induction as before. For constants both sides vanish, and for sums both sides add. The remaining case is $p\,x_k$, with the rule already known for $p$. The product rule gives, on the left,

$$\partial_j\big[(p\circ R)\,y_k\big]=\sum_i R_{ij}\,\big((\partial_i p)\circ R\big)\,y_k+(p\circ R)\,R_{kj}.$$

On the right, $\partial_i(p\,x_k)=(\partial_i p)\,x_k+p\,\delta_{ki}$, so

$$\sum_i R_{ij}\Big[\big((\partial_i p)\circ R\big)\,y_k+(p\circ R)\,\delta_{ki}\Big],$$

which is the same expression once the Kronecker delta has picked out $i=k$. The auxiliary statement `h` is this second product rule, with the delta written as `if k = i then 1 else 0`. The rewriting step with `pderiv_mul`, `hp` and `pderiv_pullback_X` produces the left side, and `Finset.sum_ite_eq` evaluates the delta.

```lean
/-- For any real square matrix `R`, the Laplacian of `p(R x)` is the matrix of second
derivatives of `p`, taken at `R x` and contracted with `R Rᵀ`. -/
theorem laplacian_pullback (R : Matrix (Fin d) (Fin d) ℝ) (p : MvPolynomial (Fin d) ℝ) :
    laplacian (pullback R p) =
      ∑ i, ∑ k, C ((R * Rᵀ) i k) * pullback R (pderiv k (pderiv i p)) := by
  unfold laplacian
  simp only [pderiv_pullback, map_sum, pderiv_C_mul]
  -- bring the sum over the differentiation index inside, where it forms `R Rᵀ`
  rw [Finset.sum_comm]
  refine Finset.sum_congr rfl fun i _ => ?_
  simp only [Finset.mul_sum]
  rw [Finset.sum_comm]
  refine Finset.sum_congr rfl fun k _ => ?_
  rw [Matrix.mul_apply, map_sum, Finset.sum_mul]
  refine Finset.sum_congr rfl fun j _ => ?_
  rw [Matrix.transpose_apply, C_mul, mul_assoc]
```

No condition is placed on $R$ yet. Differentiating the chain rule once more with respect to $x_j$ and summing over $j$ gives

$$\Delta(p\circ R)=\sum_j\sum_i R_{ij}\sum_k R_{kj}\,(\partial_k\partial_i p)\circ R
=\sum_{i,k}\Big(\sum_j R_{ij}R_{kj}\Big)(\partial_k\partial_i p)\circ R ,$$

and the bracket is $(RR^{\mathsf T})_{ik}$.

The line `simp only [pderiv_pullback, ...]` applies the chain rule both times. The two uses of `Finset.sum_comm` exchange the order of summation until the sum over $j$ is innermost, and `Matrix.mul_apply` identifies it as an entry of the matrix product.

The formula shows what a distorted coordinate system does. Take $d=2$, write the coordinates as $x,y$, and let $R$ stretch $x$ by a factor of 2. Then $x^2-y^2$, which is harmonic, becomes $4x^2-y^2$, whose Laplacian is $8-2=6$.

## What orthogonality gives

```lean
/-- For an orthogonal matrix `R`, the substitution `x ↦ R x` commutes with the Laplacian. -/
theorem laplacian_comm_pullback (R : Matrix (Fin d) (Fin d) ℝ) (hR : R * Rᵀ = 1)
    (p : MvPolynomial (Fin d) ℝ) :
    laplacian (pullback R p) = pullback R (laplacian p) := by
  rw [laplacian_pullback, hR]
  unfold laplacian
  rw [map_sum]
  refine Finset.sum_congr rfl fun i _ => ?_
  -- only the diagonal second derivatives survive
  rw [Finset.sum_eq_single i]
  · simp
  · intro k _ hk
    simp [Matrix.one_apply_ne hk.symm]
  · simp
```

The hypothesis `hR : R * Rᵀ = 1` says that $R$ is orthogonal. The determinant is left free, so rotations, mirror reflections and the inversion $x\mapsto -x$ are all included. With $(RR^{\mathsf T})_{ik}=\delta_{ik}$ the double sum collapses:

$$\Delta(p\circ R)=\sum_{i,k}\delta_{ik}\,(\partial_k\partial_i p)\circ R=\sum_i(\partial_i\partial_i p)\circ R=(\Delta p)\circ R .$$

In the proof, `rw [laplacian_pullback, hR]` inserts the identity matrix into the general formula. `Finset.sum_eq_single i` then keeps only the term $k=i$ of the inner sum; the lines after it evaluate that term and show that the others are zero.

For one free particle this is the statement that the kinetic energy operator $-\frac{\hbar^2}{2m}\Delta$ commutes with rotations and reflections, here for its action on polynomials and not on normalisable wavefunctions.

```lean
/-- For an orthogonal matrix `R`, the polynomial `p(R x)` is harmonic exactly when `p` is. -/
theorem harmonic_pullback_iff (R : Matrix (Fin d) (Fin d) ℝ) (hR : R * Rᵀ = 1)
    (p : MvPolynomial (Fin d) ℝ) :
    laplacian (pullback R p) = 0 ↔ laplacian p = 0 := by
  rw [laplacian_comm_pullback R hR]
  constructor
  · intro h
    -- substituting the transpose undoes the transformation
    have hinv : pullback Rᵀ (pullback R (laplacian p)) = laplacian p := by
      apply MvPolynomial.funext
      intro x
      rw [eval_pullback, eval_pullback, Matrix.mulVec_mulVec, hR, Matrix.one_mulVec]
    rw [← hinv, h, map_zero]
  · intro h
    rw [h, map_zero]
```

The symbol `↔` means "if and only if": $p\circ R$ is harmonic exactly when $p$ is. By the preceding theorem, $\Delta(p\circ R)=0$ is the same as $(\Delta p)\circ R=0$.

If $\Delta p=0$, then $(\Delta p)\circ R=0$ at once. For the other direction, write $q=\Delta p$ and suppose $q\circ R=0$. Substituting $R^{\mathsf T}x$ for $x$ undoes the first substitution:

$$0=(q\circ R)(R^{\mathsf T}x)=q(RR^{\mathsf T}x)=q(x).$$

The statement `hinv` is this cancellation. It is proved by comparing values at every point $x$, which suffices because two real polynomials with the same values everywhere are equal; this fact is `MvPolynomial.funext`.

## The degree stays the same

```lean
/-- A linear substitution maps homogeneous polynomials of degree `l` to homogeneous
polynomials of degree `l`. -/
theorem isHomogeneous_pullback (R : Matrix (Fin d) (Fin d) ℝ) {l : ℕ}
    {p : MvPolynomial (Fin d) ℝ} (hp : p.IsHomogeneous l) :
    (pullback R p).IsHomogeneous l := by
  have h := hp.aeval (fun i => ∑ j, C (R i j) * X j)
    (fun i => IsHomogeneous.sum Finset.univ _ 1
      (fun j _ => isHomogeneous_C_mul_X (R i j) j))
  rw [one_mul] at h
  exact h
```

`p.IsHomogeneous l` says that every monomial occurring in $p$ has total degree $l$. The zero polynomial counts as homogeneous of every degree, so the theorem holds even for a singular $R$ that sends $p$ to zero.

By hand, a monomial of degree $l$ is a constant times a product of $l$ coordinates. The substitution replaces each coordinate by a linear form $y_i$, and a product of $l$ linear forms has degree $l$ in every term. In Lean, `isHomogeneous_C_mul_X` and `IsHomogeneous.sum` establish that each $y_i$ has degree 1. The library result `hp.aeval` then gives degree $1\cdot l$ for the whole, and `one_mul` simplifies it to $l$.

Together with the theorem on harmonicity, this gives the property needed for the basis functions: for orthogonal $R$, a harmonic homogeneous polynomial of degree $l$ becomes another one of the same degree. For $d=3$ these polynomials are the real solid harmonics of degree $l$ and their linear combinations, which form a space of dimension $2l+1$; that count is textbook knowledge brought in from elsewhere.

## Quadratic monomials detect orthogonality

```lean
/-- After the substitution `x ↦ R x`, the quadratic monomial `x_a x_b` has the constant
Laplacian `2 (R Rᵀ) a b`. -/
theorem laplacian_pullback_quadratic (R : Matrix (Fin d) (Fin d) ℝ) (a b : Fin d) :
    laplacian (pullback R (X a * X b)) = C (2 * (R * Rᵀ) a b) := by
  have h2 : (C (2 : ℝ) : MvPolynomial (Fin d) ℝ) = 2 := map_ofNat C 2
  unfold laplacian
  rw [Matrix.mul_apply, Finset.mul_sum, map_sum]
  refine Finset.sum_congr rfl fun j _ => ?_
  simp only [map_mul, pderiv_mul, map_add, pderiv_pullback_X, pderiv_C, zero_mul,
    mul_zero, zero_add, add_zero, Matrix.transpose_apply, h2]
  ring
```

The substitution turns $x_ax_b$ into $y_ay_b$. Differentiating twice with respect to $x_j$ gives

$$\partial_j(y_ay_b)=R_{aj}\,y_b+y_a\,R_{bj},\qquad \partial_j\partial_j(y_ay_b)=2R_{aj}R_{bj},$$

and the sum over $j$ is

$$\Delta(y_ay_b)=2\,(RR^{\mathsf T})_{ab}.$$

The indices $a$ and $b$ may coincide. The `simp only` line carries out the two differentiations for each $j$, and `ring` collects the two equal terms.

```lean
/-- Converse: if the substitution `x ↦ R x` commutes with the Laplacian on all polynomials,
then `R` is orthogonal. -/
theorem orthogonal_of_laplacian_comm (R : Matrix (Fin d) (Fin d) ℝ)
    (h : ∀ p, laplacian (pullback R p) = pullback R (laplacian p)) : R * Rᵀ = 1 := by
  ext a b
  -- the Laplacian of `x_a x_b` itself is the case of the identity matrix
  have hone : pullback 1 (X a * X b : MvPolynomial (Fin d) ℝ) = X a * X b := by
    apply MvPolynomial.funext
    intro x
    rw [eval_pullback, Matrix.one_mulVec]
  have hid := laplacian_pullback_quadratic (1 : Matrix (Fin d) (Fin d) ℝ) a b
  rw [hone, Matrix.transpose_one, mul_one] at hid
  have hconst : ∀ c : ℝ, pullback R (C c) = C c := by
    intro c
    simp [pullback, MvPolynomial.algebraMap_eq]
  have hab := h (X a * X b)
  rw [laplacian_pullback_quadratic, hid, hconst] at hab
  have hval := C_injective (Fin d) ℝ hab
  linarith

end

end LaplacianOrthogonalInvariance
```

The hypothesis `h` begins with `∀ p`: the substitution is assumed to commute with the Laplacian on every polynomial. The proof uses it only for the products $x_ax_b$. The preceding theorem gives $\Delta(x_ax_b\circ R)=2(RR^{\mathsf T})_{ab}$. The same theorem with $R=1$ gives $\Delta(x_ax_b)=2\delta_{ab}$, a constant, which the substitution leaves alone. Commutation therefore requires

$$2\,(RR^{\mathsf T})_{ab}=2\,\delta_{ab}\quad\text{for all } a,b,$$

and hence $RR^{\mathsf T}=1$.

The tactic `ext a b` reduces the matrix equation to its entries. `hone` and `hid` supply the case $R=1$, and `hconst` says that constants are unchanged. `C_injective` passes from equal constant polynomials to equal numbers, and `linarith` removes the factor 2.

The assumption here is commutation, which is stronger than keeping harmonic polynomials harmonic. The uniform scaling $R=2\cdot 1$ has $RR^{\mathsf T}=4\cdot 1$, so $\Delta(p\circ R)=4\,(\Delta p)\circ R$. It preserves harmonicity, yet for $d\ge 1$ it is not orthogonal.

## From the polynomial to the orbital

An atomic orbital of the kind described at the start, centred at the origin, is a real solid harmonic multiplied by a radial factor, $p(x)\,f(|x|)$, and the theorems concern $p$ alone. The step to the full orbital is that an orthogonal matrix preserves lengths, $|Rx|=|x|$, so that

$$p(Rx)\,f(|Rx|)=p(Rx)\,f(|x|).$$

The radial factor is unchanged, and the turning of the orbital is the turning of its polynomial.

```lean
#print axioms LaplacianOrthogonalInvariance.harmonic_pullback_iff
#print axioms LaplacianOrthogonalInvariance.isHomogeneous_pullback
#print axioms LaplacianOrthogonalInvariance.orthogonal_of_laplacian_comm
```

```
'LaplacianOrthogonalInvariance.harmonic_pullback_iff' depends on axioms: [propext, Classical.choice, Quot.sound]
'LaplacianOrthogonalInvariance.isHomogeneous_pullback' depends on axioms: [propext, Classical.choice, Quot.sound]
'LaplacianOrthogonalInvariance.orthogonal_of_laplacian_comm' depends on axioms: [propext, Classical.choice, Quot.sound]
```
